# SYK energy from the equal-time slope of the mode-summed Majorana propagator, for even q ≥ 2

In the Sachdev–Ye–Kitaev (SYK) model, Majorana modes interact through products of \(q\) distinct operators, with a separate, randomly drawn coupling for each product. Much of the work on the model goes into its two-point function, and the energy can then be read off from the slope of that function at equal times. This puzzled me at first, because for \(q=4\) the energy is a four-operator expectation value, while the propagator contains only two mode operators.

The algebra behind it seems to be this. Let the \(g_j\) anticommute pairwise and square to one, and let \(H\) be a linear combination of products of \(q\) distinct \(g_j\), with \(q\) even. Then

\[
\sum_j g_j[g_j,H]=2q\,H .
\]

The commutators are what a time derivative produces, so the energy should follow. Can this be made rigorous, with the signs and the factor \(2q\) checked by machine, all the way to the formula for the energy?

## Each interaction term counts its own factors

Yes. The sum rule is pure algebra, and it holds for each product separately. Take distinct modes \(k_0,\dots,k_{q-1}\) and write

\[
P=g_{k_0}g_{k_1}\cdots g_{k_{q-1}} .
\]

Move \(g_j\) from the left of \(P\) to the right.

- If \(j\) is not among the \(k_a\), every factor gives a minus sign, so \(g_jP=(-1)^qPg_j\).
- If \(j\) is one of the \(k_a\), it occurs exactly once. Passing that factor costs no sign, because \(g_j\) commutes with itself. The other \(q-1\) factors each give a minus sign, so \(g_jP=(-1)^{q-1}Pg_j=-(-1)^qPg_j\).

Now consider the graded commutator \(g_jP-(-1)^qPg_j\), which is the commutator for even \(q\) and the anticommutator for odd \(q\). It vanishes when \(j\) is absent and equals \(2g_jP\) when \(j\) is present. Multiplying by \(g_j\) from the left and using \(g_j^2=1\) gives \(0\) or \(2P\). Exactly \(q\) modes are present, hence

\[
\sum_j g_j\bigl(g_jP-(-1)^qPg_j\bigr)=2q\,P .
\]

Both sides are linear in \(P\), and all terms of \(H=\sum_k J_kP_k\) have the same \(q\). The rule therefore holds for \(H\), and for even \(q\) it is the one you wrote down.

## From commutators to the energy

Let \(g_j(t)=e^{itH}g_je^{-itH}\), with \(\hbar=1\). The product rule at \(t=0\) gives

\[
\dot g_j(0)=iHg_j-ig_jH=i[H,g_j].
\]

Let \(\varphi\) be the linear functional that assigns expectation values, and define the propagator summed over modes,

\[
G(t)=\sum_j\varphi\bigl(g_j\,g_j(t)\bigr).
\]

Its slope at equal times is

\[
G'(0)=i\sum_j\varphi\bigl(g_j[H,g_j]\bigr)
=-i\,\varphi\Bigl(\sum_j g_j[g_j,H]\Bigr)
=-2iq\,\varphi(H).
\]

For \(q\neq0\) this can be solved for the energy:

\[
\varphi(H)=\frac{i}{2q}\,G'(0).
\]

So the four-operator information enters through the time evolution: one time derivative brings down one factor of \(H\).

## The model in Lean's terms

`IsMajorana g` records the two relations, \(g_j^2=1\) and \(g_ig_j=-g_jg_i\) for \(i\neq j\). This fixes the normalisation. With the other common convention, \(\{\chi_i,\chi_j\}=\delta_{ij}\), one has \(g_j=\sqrt2\,\chi_j\), and the powers of \(\sqrt2\) must be absorbed into the couplings and the propagator.

The modes are labelled by a finite type `ι`. An element `k` of `Fin q ↪ ι` is an injective map from \(\{0,\dots,q-1\}\) to the modes, that is, an ordered tuple of distinct modes. `sykHamiltonian g J` sums over all such tuples, so the same set of modes appears in every order. To keep only increasing tuples, set the other couplings to zero. The couplings are arbitrary complex numbers, which leaves room for the phase \(i^{q/2}\) that makes the usual Hamiltonian Hermitian. Hermiticity itself is not assumed.

`graded_sum_rule` holds for every \(q\), and `syk_sum_rule` is the commutator form for even \(q\). Both hold in any complex algebra. The dynamical theorems need exponentials and derivatives, so they are stated in a complete normed complex algebra `B`; matrices with an operator norm are the case relevant to finitely many modes. There `heisenberg H x t` is \(e^{itH}xe^{-itH}\) at real time, and `propagator φ g H t` is \(G(t)\).

The functional `φ` is continuous and complex-linear, but need not be positive or normalised. A pure-state expectation value or a thermal average qualifies, and \(\varphi(H)\) is then the physical energy when \(H\) is Hermitian. `hasDerivAt_propagator` gives the slope, and `energy_from_propagator` solves for \(\varphi(H)\), which is where `q ≠ 0` is needed.

The theorems concern one fixed set of couplings and finitely many modes. They contain no disorder average, no limit of a large number \(N\) of modes, no imaginary time, and no Hamiltonian that mixes different values of \(q\). The propagator has a fixed operator order and no time ordering, so its derivative at \(t=0\) is an ordinary two-sided one.

For exact diagonalisation of a finite Majorana model with a single even interaction degree \(q\ge2\), the identity offers a consistency check between a computed correlation function and the energy.

```lean
import Mathlib

open Complex

namespace SYKEnergySumRule

noncomputable section

/-- Majorana operators: each squares to one and different ones anticommute. -/
structure IsMajorana {ι A : Type*} [Ring A] (g : ι → A) : Prop where
  sq : ∀ j, g j * g j = 1
  anti : ∀ i j, i ≠ j → g i * g j = -(g j * g i)

/-- The SYK Hamiltonian: a sum of products of `q` distinct Majorana operators, with a complex
coupling `J k` for every ordered tuple `k` of distinct modes. -/
def sykHamiltonian {ι A : Type*} [Fintype ι] [DecidableEq ι] [Ring A] [Algebra ℂ A]
    (g : ι → A) {q : ℕ} (J : (Fin q ↪ ι) → ℂ) : A :=
  ∑ k : Fin q ↪ ι, J k • ((List.ofFn fun a => k a).map g).prod

section Algebraic

variable {ι A : Type*} [Ring A] [Algebra ℂ A] {g : ι → A}

/-- Moving a Majorana operator through a product that does not contain it gives one sign
per factor. -/
theorem mul_prod_of_notMem (hg : IsMajorana g) {j : ι} (l : List ι) (hj : j ∉ l) :
    g j * (l.map g).prod = (-1 : ℂ) ^ l.length • ((l.map g).prod * g j) := by
  induction l with
  | nil => simp
  | cons a l ih =>
    have hja : j ≠ a := fun h => hj (by simp [h])
    have ih' := ih (fun h => hj (List.mem_cons_of_mem a h))
    rw [List.map_cons, List.prod_cons, List.length_cons, ← mul_assoc, hg.anti j a hja,
      neg_mul, mul_assoc (g a) (g j), ih', mul_smul_comm, pow_succ, mul_neg_one, neg_smul,
      mul_assoc (g a)]

/-- Moving a Majorana operator through a product of distinct modes that contains it gives one sign
for every factor except its own, since it commutes with itself. -/
theorem mul_prod_of_mem (hg : IsMajorana g) {j : ι} (l : List ι) (hl : l.Nodup)
    (hj : j ∈ l) :
    g j * (l.map g).prod = -((-1 : ℂ) ^ l.length • ((l.map g).prod * g j)) := by
  induction l with
  | nil => simp at hj
  | cons a l ih =>
    obtain ⟨hal, hl'⟩ := List.nodup_cons.mp hl
    by_cases hja : j = a
    · -- the mode is the first factor, and is absent from the rest
      have h1 := mul_prod_of_notMem hg l hal
      rw [hja, List.map_cons, List.prod_cons, List.length_cons, mul_assoc (g a), pow_succ,
        mul_neg_one, neg_smul, neg_neg, ← mul_smul_comm, ← h1]
    · have ih' := ih hl' ((List.mem_cons.mp hj).resolve_left hja)
      rw [List.map_cons, List.prod_cons, List.length_cons, ← mul_assoc, hg.anti j a hja,
        neg_mul, mul_assoc (g a) (g j), ih', mul_neg, mul_smul_comm, pow_succ, mul_neg_one,
        neg_smul, mul_assoc (g a)]

variable [Fintype ι] [DecidableEq ι]

/-- Sum rule for a single product `P` of distinct modes: `g_j` times the graded commutator of `g_j`
with `P`, summed over all modes `j`, equals twice the number of factors times `P`. -/
theorem monomial_sum_rule (hg : IsMajorana g) (l : List ι) (hl : l.Nodup) :
    ∑ j, g j * (g j * (l.map g).prod - (-1 : ℂ) ^ l.length • ((l.map g).prod * g j))
      = (2 * (l.length : ℂ)) • (l.map g).prod := by
  -- a mode contributes twice the product if it occurs, and nothing otherwise
  have key : ∀ j, g j * (g j * (l.map g).prod
      - (-1 : ℂ) ^ l.length • ((l.map g).prod * g j))
      = if j ∈ l.toFinset then (2 : ℂ) • (l.map g).prod else 0 := by
    intro j
    by_cases hj : j ∈ l
    · have h' : (-1 : ℂ) ^ l.length • ((l.map g).prod * g j) = -(g j * (l.map g).prod) := by
        rw [mul_prod_of_mem hg l hl hj, neg_neg]
      rw [if_pos (List.mem_toFinset.mpr hj), h', sub_neg_eq_add, mul_add, ← mul_assoc,
        hg.sq, one_mul, two_smul]
    · rw [if_neg (by simpa using hj), ← mul_prod_of_notMem hg l hj, sub_self, mul_zero]
  rw [Finset.sum_congr rfl (fun j _ => key j), Finset.sum_ite_mem, Finset.univ_inter,
    Finset.sum_const, List.toFinset_card_of_nodup hl, ← Nat.cast_smul_eq_nsmul ℂ,
    smul_smul, mul_comm (l.length : ℂ)]

/-- Graded sum rule for every `q`: `g_j` times the commutator (even `q`) or anticommutator (odd `q`)
of `g_j` with `H`, summed over all modes `j`, equals `2 q H`. -/
theorem graded_sum_rule (hg : IsMajorana g) {q : ℕ} (J : (Fin q ↪ ι) → ℂ) :
    ∑ j, g j * (g j * sykHamiltonian g J - (-1 : ℂ) ^ q • (sykHamiltonian g J * g j))
      = (2 * (q : ℂ)) • sykHamiltonian g J := by
  simp only [sykHamiltonian, Finset.mul_sum, Finset.sum_mul, Finset.smul_sum,
    ← Finset.sum_sub_distrib]
  rw [Finset.sum_comm]
  refine Finset.sum_congr rfl fun k _ => ?_
  -- each interaction term obeys the rule separately
  have h := monomial_sum_rule hg (List.ofFn fun a => k a) (List.nodup_ofFn.mpr k.injective)
  simp only [List.length_ofFn] at h
  rw [smul_comm (2 * (q : ℂ)) (J k), ← h, Finset.smul_sum]
  refine Finset.sum_congr rfl fun j _ => ?_
  rw [mul_smul_comm, smul_mul_assoc, smul_comm ((-1 : ℂ) ^ q) (J k), ← smul_sub,
    mul_smul_comm]

/-- SYK energy sum rule: for even `q`, the sum over all modes of `g_j [g_j, H]`
equals `2 q H`. -/
theorem syk_sum_rule (hg : IsMajorana g) {q : ℕ} (hq : Even q) (J : (Fin q ↪ ι) → ℂ) :
    ∑ j, g j * (g j * sykHamiltonian g J - sykHamiltonian g J * g j)
      = (2 * (q : ℂ)) • sykHamiltonian g J := by
  simpa only [hq.neg_one_pow, one_smul] using graded_sum_rule hg J

end Algebraic

/-- The three Pauli matrices satisfy the Majorana relations. -/
theorem isMajorana_witness :
    IsMajorana (![!![0, 1; 1, 0], !![0, -I; I, 0], !![1, 0; 0, -1]] :
      Fin 3 → Matrix (Fin 2) (Fin 2) ℂ) := by
  constructor
  · intro j
    fin_cases j <;> ext a b <;> fin_cases a <;> fin_cases b <;>
      simp [Matrix.mul_apply, Fin.sum_univ_succ]
  · intro i j hij
    fin_cases i <;> fin_cases j <;> first
      | exact absurd rfl hij
      | (ext a b
         fin_cases a <;> fin_cases b <;> simp [Matrix.mul_apply, Fin.sum_univ_succ])

section Dynamics

variable {ι B : Type*} [NormedRing B] [NormedAlgebra ℂ B]

/-- The operator `x` in the Heisenberg picture at real time `t`, `exp(itH) x exp(-itH)`. -/
def heisenberg (H x : B) (t : ℝ) : B :=
  NormedSpace.exp (t • (I • H)) * x * NormedSpace.exp (t • (-(I • H)))

/-- The propagator summed over modes, `∑ j, φ (g_j g_j(t))`, for a linear functional `φ`. -/
def propagator [Fintype ι] (φ : B →L[ℂ] ℂ) (g : ι → B) (H : B) (t : ℝ) : ℂ :=
  ∑ j, φ (g j * heisenberg H (g j) t)

variable [CompleteSpace B]

/-- Heisenberg equation of motion at time zero: the derivative of `x(t)` is `i [H, x]`. -/
theorem hasDerivAt_heisenberg (H x : B) :
    HasDerivAt (heisenberg H x) (I • (H * x - x * H)) 0 := by
  have h1 := hasDerivAt_exp_smul_const (𝕂 := ℝ) (I • H) (0 : ℝ)
  have h2 := hasDerivAt_exp_smul_const (𝕂 := ℝ) (-(I • H)) (0 : ℝ)
  have h : HasDerivAt (heisenberg H x) _ 0 := (h1.mul_const x).mul h2
  refine h.congr_deriv ?_
  simp only [zero_smul, NormedSpace.exp_zero, one_mul, mul_one, mul_neg, smul_mul_assoc,
    mul_smul_comm, smul_sub]
  abel

variable [Fintype ι] [DecidableEq ι] {g : ι → B}

/-- For even `q`, the equal-time derivative of the SYK propagator is `-2 i q φ(H)`. -/
theorem hasDerivAt_propagator (hg : IsMajorana g) {q : ℕ} (hq : Even q)
    (J : (Fin q ↪ ι) → ℂ) (φ : B →L[ℂ] ℂ) :
    HasDerivAt (propagator φ g (sykHamiltonian g J))
      (-(2 * (q : ℂ) * I) * φ (sykHamiltonian g J)) 0 := by
  have e := syk_sum_rule hg hq J
  set H := sykHamiltonian g J
  have hj : ∀ j, HasDerivAt (fun t : ℝ => φ (g j * heisenberg H (g j) t))
      (φ (g j * (I • (H * g j - g j * H)))) 0 := fun j =>
    (φ.restrictScalars ℝ).hasFDerivAt.comp_hasDerivAt (0 : ℝ)
      ((hasDerivAt_heisenberg H (g j)).const_mul (g j))
  have hs : HasDerivAt (propagator φ g H)
      (∑ j, φ (g j * (I • (H * g j - g j * H)))) 0 :=
    HasDerivAt.fun_sum (fun j _ => hj j)
  refine hs.congr_deriv ?_
  -- collect the commutators into the sum rule
  have hc : ∑ j, g j * (I • (H * g j - g j * H))
      = (-I) • ∑ j, g j * (g j * H - H * g j) := by
    rw [Finset.smul_sum]
    refine Finset.sum_congr rfl fun j _ => ?_
    rw [mul_smul_comm, ← neg_sub (g j * H) (H * g j), mul_neg, smul_neg, neg_smul]
  rw [← map_sum, hc, e, smul_smul, map_smul, smul_eq_mul]
  ring

/-- Energy from the propagator: for even nonzero `q`, `φ(H)` is `i / (2 q)` times the
equal-time derivative of the propagator. -/
theorem energy_from_propagator (hg : IsMajorana g) {q : ℕ} (hq : Even q) (hq0 : q ≠ 0)
    (J : (Fin q ↪ ι) → ℂ) (φ : B →L[ℂ] ℂ) :
    φ (sykHamiltonian g J)
      = I / (2 * (q : ℂ)) * deriv (propagator φ g (sykHamiltonian g J)) 0 := by
  have h2q : (2 * (q : ℂ)) ≠ 0 := mul_ne_zero two_ne_zero (Nat.cast_ne_zero.mpr hq0)
  rw [(hasDerivAt_propagator hg hq J φ).deriv, div_mul_eq_mul_div, eq_div_iff h2q]
  linear_combination (2 * (q : ℂ) * φ (sykHamiltonian g J)) * I_mul_I

end Dynamics

end

end SYKEnergySumRule
```

```lean
#print axioms SYKEnergySumRule.energy_from_propagator
```

```
'SYKEnergySumRule.energy_from_propagator' depends on axioms: [propext, Classical.choice, Quot.sound]
```

## How the proof follows the signs

**Moving one mode through a product.** `mul_prod_of_notMem` and `mul_prod_of_mem` are the two cases of the sign count, proved by induction on the list of modes. In the first, each step anticommutes \(g_j\) past the head of the list and applies the induction hypothesis to the rest. The second also has to treat the case in which the head is \(j\) itself. Since the list has no repetitions (`l.Nodup`), \(j\) is then absent from the tail, and the first lemma supplies the signs for the tail.

**Counting the modes.** In `monomial_sum_rule`, the intermediate claim `key` says that mode \(j\) contributes \(2P\) if it occurs in the list and zero otherwise. The sum is then \(2P\) times the number of modes that occur, and `List.toFinset_card_of_nodup` identifies this number with the length of the list.

**Summing the interaction terms.** `graded_sum_rule` expands \(H\), exchanges the sum over modes with the sum over tuples, and applies the monomial rule to each tuple. Injectivity of `k` provides the required absence of repetitions. `syk_sum_rule` then replaces \((-1)^q\) by \(1\).

**Differentiating.** `hasDerivAt_heisenberg` applies the product rule to the two exponentials and simplifies at \(t=0\). `hasDerivAt_propagator` carries this derivative through multiplication by \(g_j\), through `φ` and through the finite sum. The step `hc` turns \(i[H,g_j]\) into \(-i[g_j,H]\) and collects the commutators, after which the sum rule gives \(-2iq\,\varphi(H)\). `energy_from_propagator` divides by \(2q\) and uses \(i^2=-1\).

**A concrete representation.** `isMajorana_witness` checks, entry by entry, that the three Pauli matrices satisfy the relations, so the algebraic assumptions are met by familiar \(2\times2\) matrices.

## A single mode with odd q

The commutator rule can fail without the assumption that \(q\) is even. The following counter-example is purely algebraic: a Hamiltonian with odd \(q\) violates fermion parity, so it is not admissible for physical fermions. Take one mode, \(g=\sigma_z\), with \(q=1\) and \(H=g\). Then

\[
g[g,H]=0,\qquad 2q\,H=2\sigma_z\neq0 .
\]

The energy formula fails with it. Since \(g\) commutes with \(H\), it does not evolve, and \(G(t)=\varphi(g^2)=\varphi(1)\) is constant. The slope would give zero energy, whereas the spin-up state has \(\varphi(H)=1\). The graded rule still holds here, because the anticommutator gives \(g(gH+Hg)=2g=2H\). A time derivative, however, produces commutators, and for odd \(q\) the graded rule is about anticommutators. The same sign count, not formalised here, shows that for odd \(q\) the commutator picks out the modes absent from each product: with \(N\) modes, \(\sum_j g_j[g_j,H]=2(N-q)\,H\). This vanishes in the example, where \(N=q=1\).
